# The zero-temperature Sarma state in weak coupling: Zeeman fields above half the zero-field gap, up to the full gap

Put a superconductor in a magnetic field that acts only on the electron spins. A quasiparticle of one spin becomes cheaper by the Zeeman energy h, and one of the other spin dearer by the same amount. If h exceeds the gap Δ, some quasiparticles have negative energy and are occupied even at zero temperature. An occupied state can no longer take part in pairing, so the gap shrinks, which in turn lets more quasiparticles in. Can a nonzero gap still solve the gap equation under these conditions, and for which fields?

## The gap equation with blocked states

Let ξ be the band energy measured from the Fermi level, and

E(ξ) = √(ξ² + Δ²)

the quasiparticle energy without the Zeeman shift. For 0 < Δ ≤ h, the states with E < h are blocked. They fill the shell |ξ| < s, where

s = √(h² − Δ²).

With a constant density of states, a dimensionless coupling λ and a cutoff ω, the gap equation reads 1/λ = ∫ dξ/E over [s, ω]. Without a field the gap is D₀, and 1/λ = ∫ dξ/√(ξ² + D₀²) over [0, ω]. For large ω the integral of 1/E over [0, ω] approaches log(2ω/Δ), so subtracting the two equations removes both λ and ω:

log(D₀/Δ) = ∫ dξ/E over [0, s].

The claim is that, for D₀ > 0, this equation has a solution with 0 < Δ ≤ h exactly when D₀/2 < h ≤ D₀, and that every such solution satisfies

Δ² = D₀(2h − D₀).

## From the integral to the field window

Since dE/dξ = ξ/E,

d/dξ log(ξ + E) = (1 + ξ/E)/(ξ + E) = 1/E.

At the limits, E(0) = Δ and E(s) = h. The integral is therefore log((h + s)/Δ), and the gap equation becomes

h + s = D₀.

Because s ≥ 0, this requires h ≤ D₀. Squaring s = D₀ − h gives

h² − Δ² = D₀² − 2D₀h + h²,

which is Δ² = D₀(2h − D₀). Conversely, this value of Δ² gives h² − Δ² = (D₀ − h)², and for h ≤ D₀ the root is s = D₀ − h, so the gap equation holds.

A positive Δ² needs h > D₀/2. For any h in the window, Δ = √(D₀(2h − D₀)) is a solution, and it satisfies Δ ≤ h because h² − Δ² = (D₀ − h)² ≥ 0. At the upper end, h = D₀, it has Δ = h and s = 0: no state is blocked, and the solution coincides with the ordinary unpolarised one. Solutions with blocked states, Δ < h, exist for D₀/2 < h < D₀.

## The same equation from the grand potential

Per density of states of one spin, and relative to the unpolarised normal state, the weak-coupling grand potential is

Ω(Δ) = Δ² log(Δ/D₀) − Δ²/2 + 2 ∫ (E − h) dξ over [0, s].

The factor 2 counts both signs of ξ. An antiderivative of E − h is (ξE + Δ² log(ξ + E))/2 − hξ, since (E + ξ²/E + Δ²/E)/2 = E. Inserting the limits gives

Ω = Δ² log((h + s)/D₀) − Δ²/2 − hs.

For Δ < h, ds/dΔ = −Δ/s. With Δ² = (h − s)(h + s), the terms of the slope without a logarithm are

(h − s)(−Δ/s) − Δ + hΔ/s = 0.

What remains is

dΩ/dΔ = 2Δ log((h + s)/D₀) = 2Δ [∫ dξ/E − log(D₀/Δ)].

A solution of the gap equation with Δ < h is thus a stationary point of Ω. It is a maximum: s falls as Δ grows, so the slope changes from positive to negative there. At fixed h the Sarma state is therefore unstable against a change of the gap.

## One field inside the window, one below it

Take D₀ = 1 and h = 5/8. Then Δ² = 1/4, so Δ = 1/2 and s = √(25/64 − 16/64) = 3/8. Both sides of the gap equation equal log 2. The potential is −1/8 − 15/64 = −23/64, which lies above the polarised normal state at −h² = −25/64 and above the unpolarised superconductor at −1/2. A solver for the gap equation can therefore return a root that is not the ground state, even in this uniform one-parameter mean-field model.

The condition Δ ≤ h matters. Take D₀ = 1, h = 1/4 and Δ = 1. No state is blocked, both sides of the gap equation are zero, and the equation holds. Yet h lies below the window, and D₀(2h − D₀) = −1/2 is not Δ² = 1. This is the ordinary unpolarised solution.

## Energies, shell and potential as Lean definitions

All quantities are real numbers.

```lean
import Mathlib

namespace SarmaState

noncomputable section
```

`energy Δ ξ` is E(ξ), with the gap as its first argument.

```lean
/-- Quasiparticle energy at band energy `ξ` and gap `Δ`, without the Zeeman shift. -/
def energy (Δ ξ : ℝ) : ℝ := Real.sqrt (ξ ^ 2 + Δ ^ 2)
```

`shell h Δ` is s. Lean's square root of a negative number is zero, which here is the physically right value: for 0 ≤ h < Δ the blocked shell is empty.

```lean
/-- For `h ≥ 0` and `Δ ≥ 0`, the band energy at which the quasiparticle energy reaches the field
`h`; it is set to zero when the gap exceeds the field and no state is blocked. -/
def shell (h Δ : ℝ) : ℝ := Real.sqrt (h ^ 2 - Δ ^ 2)
```

The pairing lost to blocking is an interval integral over positive ξ.

```lean
/-- Pairing strength lost to the blocked states, for a gap `Δ > 0`. -/
def blocking (h Δ : ℝ) : ℝ := ∫ ξ in (0 : ℝ)..shell h Δ, 1 / energy Δ ξ
```

The gap equation is a proposition about three numbers. It is taken as a definition, with D₀ standing for the coupling and the cutoff; the subtraction that led to it is not formalised.

```lean
/-- Zero-temperature gap equation in a Zeeman field `h`, for `Δ > 0`, with the coupling
expressed through the zero-field gap `D₀ > 0`. -/
def GapEquation (D₀ h Δ : ℝ) : Prop := Real.log (D₀ / Δ) = blocking h Δ
```

The grand potential is likewise defined in its weak-coupling form.

```lean
/-- Weak-coupling grand potential per density of states of one spin, for `D₀ > 0`, `Δ ≥ 0` and
`h ≥ 0`: the condensation part plus the energy of the quasiparticles occupied in the field `h`. -/
def potential (D₀ h Δ : ℝ) : ℝ :=
  Δ ^ 2 * Real.log (Δ / D₀) - Δ ^ 2 / 2 + 2 * ∫ ξ in (0 : ℝ)..shell h Δ, (energy Δ ξ - h)
```

## Slopes and the blocking integral

The first lemma compares |ξ| = √(ξ²) with √(ξ² + Δ²). It makes both E and ξ + E positive, also for negative ξ.

```lean
/-- With an open gap the quasiparticle energy exceeds the distance to the Fermi level. -/
theorem abs_lt_energy {Δ : ℝ} (hΔ : 0 < Δ) (ξ : ℝ) : |ξ| < energy Δ ξ := by
  rw [← Real.sqrt_sq_eq_abs]
  exact Real.sqrt_lt_sqrt (sq_nonneg ξ) (by linarith [pow_pos hΔ 2])
```

That positivity permits the division and the logarithm in the two derivatives. The final `linear_combination` is the cancellation that turns (1 + ξ/E)/(ξ + E) into 1/E.

```lean
/-- For `Δ > 0`, the slope of the quasiparticle energy `E` is `ξ / E`, and the slope of
`log (ξ + E)` is `1 / E`. -/
theorem hasDerivAt_energy {Δ : ℝ} (hΔ : 0 < Δ) (ξ : ℝ) :
    HasDerivAt (energy Δ) (ξ / energy Δ ξ) ξ ∧
      HasDerivAt (fun y => Real.log (y + energy Δ y)) (1 / energy Δ ξ) ξ := by
  have hlt := abs_lt_energy hΔ ξ
  have hE : 0 < energy Δ ξ := lt_of_le_of_lt (abs_nonneg ξ) hlt
  have hp : 0 < ξ + energy Δ ξ := by linarith [neg_abs_le ξ]
  have h0 : 0 < ξ ^ 2 + Δ ^ 2 := by positivity
  have h1 : HasDerivAt (fun y : ℝ => y ^ 2 + Δ ^ 2) (2 * ξ) ξ :=
    ((hasDerivAt_pow 2 ξ).add_const (Δ ^ 2)).congr_deriv (by norm_num)
  have dE : HasDerivAt (energy Δ) (ξ / energy Δ ξ) ξ :=
    (h1.sqrt h0.ne').congr_deriv (mul_div_mul_left _ _ two_ne_zero)
  refine ⟨dE, (((hasDerivAt_id' ξ).fun_add dE).log hp.ne').congr_deriv ?_⟩
  rw [div_eq_div_iff hp.ne' hE.ne']
  have t : ξ / energy Δ ξ * energy Δ ξ = ξ := div_mul_cancel₀ _ hE.ne'
  linear_combination t
```

At the edge of the shell the energy is h.

```lean
/-- For `0 < Δ ≤ h`, the quasiparticle energy at the edge of the blocked shell equals `h`. -/
theorem energy_shell {h Δ : ℝ} (hΔ : 0 < Δ) (hh : Δ ≤ h) : energy Δ (shell h Δ) = h := by
  unfold energy shell
  rw [Real.sq_sqrt (by nlinarith), sub_add_cancel, Real.sqrt_sq (by linarith)]
```

The fundamental theorem of calculus, applied to log(ξ + E), now gives the blocking integral in closed form.

```lean
/-- Closed form of the blocking integral for `0 < Δ ≤ h`. -/
theorem blocking_eq {h Δ : ℝ} (hΔ : 0 < Δ) (hh : Δ ≤ h) :
    blocking h Δ = Real.log ((h + shell h Δ) / Δ) := by
  have hs : 0 ≤ shell h Δ := Real.sqrt_nonneg _
  have h0 : energy Δ 0 = Δ := by
    unfold energy
    rw [zero_pow two_ne_zero, zero_add, Real.sqrt_sq hΔ.le]
  have hE : Continuous (energy Δ) :=
    (by fun_prop : Continuous fun ξ : ℝ => Real.sqrt (ξ ^ 2 + Δ ^ 2))
  have hc : Continuous fun ξ => 1 / energy Δ ξ :=
    continuous_const.div hE fun ξ => (lt_of_le_of_lt (abs_nonneg ξ) (abs_lt_energy hΔ ξ)).ne'
  have key := intervalIntegral.integral_eq_sub_of_hasDerivAt
    (fun ξ _ => (hasDerivAt_energy hΔ ξ).2) (hc.intervalIntegrable 0 (shell h Δ))
  simp only [energy_shell hΔ hh, h0, zero_add] at key
  unfold blocking
  rw [key, add_comm (shell h Δ) h, Real.log_div (by linarith) hΔ.ne']
```

## Solutions and their field window

For a given gap with 0 < Δ ≤ h, the next theorem replaces the gap equation by two algebraic conditions. In the forward direction, injectivity of the logarithm on positive numbers yields D₀ = h + s, and substituting s = D₀ − h into s² = h² − Δ² gives the formula. In the backward direction, h ≤ D₀ selects the correct sign of the root.

```lean
/-- For `D₀ > 0` and `0 < Δ ≤ h`, the gap equation holds exactly when `h ≤ D₀` and
`Δ² = D₀ (2h - D₀)`. -/
theorem gapEquation_iff {D₀ h Δ : ℝ} (hD : 0 < D₀) (hΔ : 0 < Δ) (hh : Δ ≤ h) :
    GapEquation D₀ h Δ ↔ h ≤ D₀ ∧ Δ ^ 2 = D₀ * (2 * h - D₀) := by
  have hs : 0 ≤ shell h Δ := Real.sqrt_nonneg _
  have hsq : shell h Δ ^ 2 = h ^ 2 - Δ ^ 2 := Real.sq_sqrt (by nlinarith)
  unfold GapEquation
  rw [blocking_eq hΔ hh]
  constructor
  · intro e
    -- equal logarithms give `D₀ = h + √(h² - Δ²)`
    have e1 := Real.log_injOn_pos (Set.mem_Ioi.mpr (div_pos hD hΔ))
      (Set.mem_Ioi.mpr (div_pos (by linarith) hΔ)) e
    have e2 : D₀ = h + shell h Δ := (div_left_inj' hΔ.ne').mp e1
    have e3 : shell h Δ = D₀ - h := by linarith
    rw [e3] at hsq
    exact ⟨by linarith, by linear_combination hsq⟩
  · rintro ⟨h1, h2⟩
    have e3 : shell h Δ = D₀ - h := by
      unfold shell
      rw [show h ^ 2 - Δ ^ 2 = (D₀ - h) ^ 2 by linear_combination -h2,
        Real.sqrt_sq (by linarith)]
    rw [e3, add_sub_cancel]
```

The main theorem fixes D₀ > 0 and lets h be any real number. Its first part says that some Δ with 0 < Δ ≤ h solves the gap equation if and only if D₀/2 < h and h ≤ D₀. Its second part says that every such Δ has the stated square; since Δ is positive, the solution is unique. No sign is assumed for h, because either side of the equivalence makes it positive.

The proof reads the lower bound on h from Δ² > 0. For existence it supplies √(D₀(2h − D₀)) and checks that this is at most h, using (D₀ − h)² ≥ 0.

```lean
/-- For `D₀ > 0` the gap equation has a solution with `0 < Δ ≤ h` exactly when `D₀/2 < h ≤ D₀`, and
every such solution has `Δ² = D₀ (2h - D₀)`. -/
theorem sarma_state {D₀ : ℝ} (hD : 0 < D₀) (h : ℝ) :
    ((∃ Δ, 0 < Δ ∧ Δ ≤ h ∧ GapEquation D₀ h Δ) ↔ D₀ / 2 < h ∧ h ≤ D₀) ∧
      ∀ Δ, 0 < Δ → Δ ≤ h → GapEquation D₀ h Δ → Δ ^ 2 = D₀ * (2 * h - D₀) := by
  refine ⟨⟨?_, ?_⟩, fun Δ hΔ hh hg => ((gapEquation_iff hD hΔ hh).mp hg).2⟩
  · rintro ⟨Δ, hΔ, hh, hg⟩
    obtain ⟨h1, h2⟩ := (gapEquation_iff hD hΔ hh).mp hg
    have p : 0 < D₀ * (2 * h - D₀) := by
      rw [← h2]
      positivity
    have q := (mul_pos_iff_of_pos_left hD).mp p
    exact ⟨by linarith, h1⟩
  · rintro ⟨h1, h2⟩
    have p : 0 < D₀ * (2 * h - D₀) := mul_pos hD (by linarith)
    have hle : Real.sqrt (D₀ * (2 * h - D₀)) ≤ h :=
      Real.sqrt_le_iff.mpr ⟨by linarith, by nlinarith [sq_nonneg (D₀ - h)]⟩
    exact ⟨_, Real.sqrt_pos.mpr p, hle,
      (gapEquation_iff hD (Real.sqrt_pos.mpr p) hle).mpr ⟨h2, Real.sq_sqrt p.le⟩⟩
```

The theorem concerns a uniform gap at zero temperature, with a constant density of states and no orbital effect of the field. Gaps that vary in space are not described.

## The slope of the grand potential

The closed form of Ω uses the antiderivative found above: `hd` verifies it by differentiation, and `key` inserts the limits.

```lean
/-- Closed form of the grand potential for `D₀ > 0` and `0 < Δ ≤ h`. -/
theorem potential_eq {D₀ h Δ : ℝ} (hD : 0 < D₀) (hΔ : 0 < Δ) (hh : Δ ≤ h) :
    potential D₀ h Δ =
      Δ ^ 2 * Real.log ((h + shell h Δ) / D₀) - Δ ^ 2 / 2 - h * shell h Δ := by
  have hs : 0 ≤ shell h Δ := Real.sqrt_nonneg _
  have h0 : energy Δ 0 = Δ := by
    unfold energy
    rw [zero_pow two_ne_zero, zero_add, Real.sqrt_sq hΔ.le]
  have hE : Continuous (energy Δ) :=
    (by fun_prop : Continuous fun ξ : ℝ => Real.sqrt (ξ ^ 2 + Δ ^ 2))
  -- an antiderivative of `E - h`
  have hd : ∀ ξ, HasDerivAt
      (fun y => (y * energy Δ y + Δ ^ 2 * Real.log (y + energy Δ y)) / 2 - h * y)
      (energy Δ ξ - h) ξ := by
    intro ξ
    obtain ⟨dE, dL⟩ := hasDerivAt_energy hΔ ξ
    have hp : 0 < energy Δ ξ := lt_of_le_of_lt (abs_nonneg ξ) (abs_lt_energy hΔ ξ)
    have hE2 : energy Δ ξ ^ 2 = ξ ^ 2 + Δ ^ 2 := Real.sq_sqrt (by positivity)
    have k : ξ * (ξ / energy Δ ξ) + Δ ^ 2 * (1 / energy Δ ξ) = energy Δ ξ := by
      rw [show ξ * (ξ / energy Δ ξ) + Δ ^ 2 * (1 / energy Δ ξ)
        = (ξ ^ 2 + Δ ^ 2) / energy Δ ξ by ring, ← hE2, pow_two, mul_div_cancel_right₀ _ hp.ne']
    refine (((((hasDerivAt_id' ξ).fun_mul dE).fun_add (dL.const_mul (Δ ^ 2))).div_const
      2).fun_sub ((hasDerivAt_id' ξ).const_mul h)).congr_deriv ?_
    linear_combination k / 2
  have key := intervalIntegral.integral_eq_sub_of_hasDerivAt (fun ξ _ => hd ξ)
    ((hE.sub continuous_const).intervalIntegrable 0 (shell h Δ))
  simp only [energy_shell hΔ hh, h0, zero_add, zero_mul, mul_zero, sub_zero] at key
  rw [add_comm (shell h Δ) h] at key
  unfold potential
  rw [key, Real.log_div hΔ.ne' hD.ne', Real.log_div (by linarith) hD.ne']
  ring
```

The last theorem requires Δ < h strictly, since the slope of s involves division by s. It therefore applies to the Sarma solution for D₀/2 < h < D₀, but not at the endpoint h = D₀, where Δ = h. The step `k` is the cancellation of the terms without a logarithm. The closed form holds for all gaps between 0 and h, hence in a neighbourhood of Δ, and `congr_of_eventuallyEq` carries its derivative over to `potential`. The theorem gives the slope only; the energy ordering in the numerical example rests on the arithmetic there.

```lean
/-- For `D₀ > 0` and `0 < Δ < h`, the slope of the grand potential in the gap is `2Δ` times
the mismatch between the two sides of the gap equation. -/
theorem hasDerivAt_potential {D₀ h Δ : ℝ} (hD : 0 < D₀) (hΔ : 0 < Δ) (hh : Δ < h) :
    HasDerivAt (potential D₀ h) (2 * Δ * (blocking h Δ - Real.log (D₀ / Δ))) Δ := by
  have h0 : 0 < h ^ 2 - Δ ^ 2 := by nlinarith
  have hs : 0 < shell h Δ := Real.sqrt_pos.mpr h0
  have hsq : shell h Δ ^ 2 = h ^ 2 - Δ ^ 2 := Real.sq_sqrt h0.le
  have hp : 0 < h + shell h Δ := by linarith
  have dP : HasDerivAt (fun y : ℝ => y ^ 2) (2 * Δ) Δ :=
    (hasDerivAt_pow 2 Δ).congr_deriv (by norm_num)
  have dQ : HasDerivAt (fun y : ℝ => h ^ 2 - y ^ 2) (2 * -Δ) Δ :=
    (dP.const_sub (h ^ 2)).congr_deriv (by ring)
  have dS : HasDerivAt (shell h) (-Δ / shell h Δ) Δ :=
    (dQ.sqrt h0.ne').congr_deriv (mul_div_mul_left _ _ two_ne_zero)
  have dL : HasDerivAt (fun y => Real.log ((h + shell h y) / D₀))
      (-(Δ / (shell h Δ * (h + shell h Δ)))) Δ :=
    (((dS.const_add h).div_const D₀).log (div_pos hp hD).ne').congr_deriv (by field_simp)
  have r : Δ / (shell h Δ * (h + shell h Δ)) * (h + shell h Δ) = Δ / shell h Δ := by
    field_simp
  have t : Δ / shell h Δ * shell h Δ = Δ := div_mul_cancel₀ _ hs.ne'
  have q : Δ ^ 2 = (h - shell h Δ) * (h + shell h Δ) := by linear_combination hsq
  -- the terms without a logarithm cancel
  have k : Δ ^ 2 * -(Δ / (shell h Δ * (h + shell h Δ))) = Δ - h * (Δ / shell h Δ) := by
    linear_combination (-(Δ / (shell h Δ * (h + shell h Δ)))) * q - (h - shell h Δ) * r + t
  have hl : Real.log ((h + shell h Δ) / D₀)
      = Real.log ((h + shell h Δ) / Δ) - Real.log (D₀ / Δ) := by
    rw [Real.log_div hp.ne' hD.ne', Real.log_div hp.ne' hΔ.ne', Real.log_div hD.ne' hΔ.ne']
    ring
  have dF : HasDerivAt (fun y => y ^ 2 * Real.log ((h + shell h y) / D₀) - y ^ 2 / 2
      - h * shell h y) (2 * Δ * (blocking h Δ - Real.log (D₀ / Δ))) Δ := by
    refine (((dP.fun_mul dL).fun_sub (dP.div_const 2)).fun_sub
      (dS.const_mul h)).congr_deriv ?_
    rw [blocking_eq hΔ hh.le]
    linear_combination 2 * Δ * hl + k
  refine dF.congr_of_eventuallyEq ?_
  filter_upwards [Ioo_mem_nhds hΔ hh] with y hy
  exact potential_eq hD hy.1 hy.2.le

end

end SarmaState
```

```lean
#print axioms SarmaState.sarma_state
#print axioms SarmaState.hasDerivAt_potential
```

```
'SarmaState.sarma_state' depends on axioms: [propext, Classical.choice, Quot.sound]
'SarmaState.hasDerivAt_potential' depends on axioms: [propext, Classical.choice, Quot.sound]
```
